# The electron count of non-interacting levels under a sharp frequency cutoff

The electron count obtained from a truncated frequency integral can be declared real at the outset, or it can be left as the complex number that the integral delivers. Here it is left complex. The Green's function on the imaginary axis is complex, so the count N(L) is a complex number too, and the vanishing of its imaginary part has to be proved.

The system consists of finitely many real levels e_k, measured from the chemical potential and none of them zero. Frequencies w and energies share one unit, and L > 0 is the cutoff. The truncated count is

N(L) = Σ_k [ 1/2 + (1/2π) ∫ from −L to L of dw/(iw − e_k) ].

The 1/2 stands for the equal-time limit. The Green's function decays only as 1/w, and the convergence factor that selects the occupied side of the jump at equal times contributes one half per level on top of the symmetric integral. Let N be the number of negative levels. Then

N(L) − N = (1/π) Σ_k arctan(e_k/L),

L (N(L) − N) → (1/π) Σ_k e_k as L → ∞.

In GW calculations on the imaginary axis, an electron count may be taken from a Green's function known only up to some frequency. For non-interacting levels with an exactly evaluated integral, the result gives the error due to the cutoff and the tail term that removes its leading part.

## From the integral to the arctangent

Take one level e ≠ 0. Multiplying numerator and denominator by −iw − e gives

1/(iw − e) = (−e − iw)/(w² + e²).

Since the derivative of arctan(w/e) is e/(w² + e²) and that of log(w² + e²) is 2w/(w² + e²), an antiderivative is

F(w) = −arctan(w/e) − (i/2) log(w² + e²).

The logarithm is even in w and cancels between the limits −L and L. The arctangent is odd and doubles:

∫ from −L to L of dw/(iw − e) = −2 arctan(L/e).

The level therefore contributes 1/2 − arctan(L/e)/π, which is real. The reciprocal formula for the arctangent depends on the sign of its argument:

arctan(L/e) = π/2 − arctan(e/L) for e > 0,

arctan(L/e) = −π/2 − arctan(e/L) for e < 0.

Inserting these, the contribution is arctan(e/L)/π for an empty level and 1 + arctan(e/L)/π for an occupied one. If the first formula were applied to both signs, an occupied level would appear to contribute arctan(e/L)/π alone, and its electron would be lost. With the signs treated correctly, summing over k and subtracting N gives the exact cutoff error.

## The size of the remainder

For large L each arctangent is close to its argument. To bound the difference, consider two derivatives:

d/dx (x − arctan x) = x²/(1 + x²) ≥ 0,

d/dx (arctan x − x + x³/3) = x⁴/(1 + x²) ≥ 0.

Both functions vanish at x = 0 and are non-decreasing, so for x ≥ 0

0 ≤ x − arctan x ≤ x³/3.

For x ≤ 0 the inequalities reverse, and in both cases |arctan x − x| ≤ |x|³/3. Setting x = e_k/L, summing and dividing by π gives

|N(L) − N − Σ_k e_k/(πL)| ≤ Σ_k |e_k|³/(3πL³).

Multiplication by L turns this into

|L (N(L) − N) − Σ_k e_k/π| ≤ Σ_k |e_k|³/(3πL²),

and the right-hand side tends to zero, which proves the limit.

The sum Σ_k e_k runs over all levels, empty ones included. High empty levels push the truncated count up, and deep occupied levels push it down. If the levels sum to zero, the limit is zero and the bound above applies to the cutoff error itself.

## A level at the chemical potential

Let the system be a single level with e = 0. The integrand is 1/(iw), whose integral across w = 0 does not converge absolutely; Lean assigns it the value 0, which is also its principal value. Hence N(L) = 1/2 for every L > 0, while N = 0 and arctan(0/L) = 0. The exact formula is off by one half, and L (N(L) − N) = L/2 diverges instead of tending to zero. Levels at the chemical potential must therefore be excluded.

## Levels, Green's function and count in Lean

The levels are labelled by a finite type `ι`, and a spectrum is a function `e : ι → ℝ`. Each label holds at most one electron, so spin and degeneracy are represented by repeated values of `e`. The type may be empty, in which case the count, the number of occupied levels and all sums over levels are zero.

```lean
import Mathlib

open Filter Topology
open scoped Real

noncomputable section

namespace GWFrequencyCutoff

variable {ι : Type*} [Fintype ι]
```

The Green's function takes a real level and a real frequency and returns a complex number. It contains no self-energy.

```lean
/-- The Green's function `1 / (i w - e)` of a level `e` at imaginary frequency `i w`,
meaningful unless `e` and `w` are both zero. -/
def green (e w : ℝ) : ℂ := 1 / (Complex.I * (w : ℂ) - (e : ℂ))
```

The count follows the formula for N(L) literally, with a sharp and symmetric cutoff. The integral is the actual integral over the interval, so quadrature error plays no part.

```lean
/-- The electron count `N(L)` obtained from the Green's functions of the levels `e k`
when the frequency integral is cut off at `-L` and `L`; the levels are to be nonzero. -/
def cutoffCount (e : ι → ℝ) (L : ℝ) : ℂ :=
  ∑ k, (1 / 2 + 1 / (2 * (π : ℂ)) * ∫ w in (-L)..L, green (e k) w)
```

The reference value N is the cardinality of the set of negative levels. It is a natural number, converted to a complex one when the two counts are compared. This is the zero-temperature occupation at a fixed chemical potential.

```lean
/-- The number `N` of levels below the chemical potential. -/
def occupied (e : ι → ℝ) : ℕ := (Finset.univ.filter (fun k => e k < 0)).card
```

## The integral of one level

The real part of iw − e is −e, so the denominator can vanish only if e = 0. The proof takes real parts of the supposed equation.

```lean
/-- For a level away from the chemical potential, the denominator of the Green's function
vanishes at no imaginary frequency. -/
theorem green_denominator_ne_zero {e : ℝ} (he : e ≠ 0) (w : ℝ) :
    Complex.I * (w : ℂ) - (e : ℂ) ≠ 0 := by
  intro h
  exact he (by simpa using congrArg Complex.re h)
```

The next theorem evaluates the integral. Inside it, `hd` states that F has derivative `green e w` at each w. The steps `h1` and `h2` differentiate the arctangent and the logarithm, and `hsum` combines them into (−e − iw)/(w² + e²). Cross-multiplication then reduces the comparison with 1/(iw − e) to an identity that needs only i² = −1, supplied by `Complex.I_sq`. Continuity of the integrand, `hcont`, gives integrability, and the fundamental theorem of calculus expresses the integral as F(L) − F(−L). The rules `Real.arctan_neg` and `neg_sq` carry out the doubling and the cancellation.

```lean
/-- The Green's function of a nonzero level `e`, integrated over the frequencies from `-L`
to `L`, gives the real number `-2 arctan (L / e)`. -/
theorem integral_green {e : ℝ} (he : e ≠ 0) (L : ℝ) :
    ∫ w in (-L)..L, green e w = ((-2 * Real.arctan (L / e) : ℝ) : ℂ) := by
  -- an explicit antiderivative, with an odd real part and an even imaginary part
  have hd : ∀ w : ℝ, HasDerivAt (fun w : ℝ => ((-Real.arctan (w / e) : ℝ) : ℂ)
      - Complex.I / 2 * ((Real.log (w ^ 2 + e ^ 2) : ℝ) : ℂ)) (green e w) w := by
    intro w
    have hp : 0 < w ^ 2 + e ^ 2 := by positivity
    have h1 : HasDerivAt (fun w : ℝ => -Real.arctan (w / e)) (-e / (w ^ 2 + e ^ 2)) w := by
      refine ((hasDerivAt_id' w).div_const e).arctan.fun_neg.congr_deriv ?_
      field_simp
      ring
    have h2 : HasDerivAt (fun w : ℝ => Real.log (w ^ 2 + e ^ 2))
        (2 * w / (w ^ 2 + e ^ 2)) w := by
      have h := (((hasDerivAt_id' w).fun_pow 2).add_const (e ^ 2)).log hp.ne'
      exact h.congr_deriv (by simp)
    refine (h1.ofReal_comp.fun_sub (h2.ofReal_comp.const_mul (Complex.I / 2))).congr_deriv ?_
    have hc : (w : ℂ) ^ 2 + (e : ℂ) ^ 2 ≠ 0 := by exact_mod_cast hp.ne'
    have hsum : ((-e / (w ^ 2 + e ^ 2) : ℝ) : ℂ)
        - Complex.I / 2 * ((2 * w / (w ^ 2 + e ^ 2) : ℝ) : ℂ)
        = (-(e : ℂ) - Complex.I * w) / ((w : ℂ) ^ 2 + (e : ℂ) ^ 2) := by
      push_cast
      ring
    rw [hsum, green, div_eq_div_iff hc (green_denominator_ne_zero he w)]
    linear_combination (-(w : ℂ) ^ 2) * Complex.I_sq
  have hcont : Continuous (fun w : ℝ => green e w) := by
    unfold green
    exact Continuous.div continuous_const (by fun_prop) (green_denominator_ne_zero he)
  rw [intervalIntegral.integral_eq_sub_of_hasDerivAt (fun w _ => hd w)
    (hcont.intervalIntegrable _ _)]
  -- the logarithms cancel between the symmetric limits
  simp only [neg_div, Real.arctan_neg, neg_sq]
  push_cast
  ring
```

The right-hand side is a real number regarded as a complex one. This form of the equation contains the statement that the imaginary part is zero.

## Occupation plus cutoff error

In `level_count`, the expression `if e < 0 then (1 : ℝ) else 0` is the occupation of the level. The step `h` writes the two reciprocal formulas as one equation containing this occupation, and proves it separately for each sign of `e`. The step `hr` is the real arithmetic that turns 1/2 − arctan(L/e)/π into occupation plus error.

```lean
/-- With a cutoff `L > 0`, a nonzero level `e` contributes its occupation, one below and zero
above the chemical potential, plus the error `arctan (e / L) / π`. -/
theorem level_count {e L : ℝ} (he : e ≠ 0) (hL : 0 < L) :
    1 / 2 + 1 / (2 * (π : ℂ)) * ∫ w in (-L)..L, green e w
      = (((if e < 0 then (1 : ℝ) else 0) + Real.arctan (e / L) / π : ℝ) : ℂ) := by
  have h : Real.arctan (L / e)
      = π / 2 - π * (if e < 0 then (1 : ℝ) else 0) - Real.arctan (e / L) := by
    rw [← inv_div e L]
    rcases lt_or_gt_of_ne he with h | h
    · rw [Real.arctan_inv_of_neg (div_neg_of_neg_of_pos h hL), if_pos h]
      ring
    · rw [Real.arctan_inv_of_pos (div_pos h hL), if_neg (not_lt_of_ge h.le)]
      ring
  have hr : 1 / 2 + 1 / (2 * π) * (-2 * Real.arctan (L / e))
      = (if e < 0 then (1 : ℝ) else 0) + Real.arctan (e / L) / π := by
    rw [h]
    generalize (if e < 0 then (1 : ℝ) else 0) = s
    generalize Real.arctan (e / L) = a
    have hπ := Real.pi_ne_zero
    field_simp
    ring
  rw [integral_green he, ← hr]
  push_cast
  ring
```

Summation gives the first main result. The hypotheses `he` and `hL` say that every level is nonzero and that the cutoff is positive. In the proof, `hN` rewrites the number of negative levels as a sum of occupations, and `hs` applies `level_count` to each term of the count. The occupations cancel in the difference.

```lean
/-- For nonzero levels and a cutoff `L > 0`, the error of the electron count is exactly
`(1/π) ∑ arctan (e k / L)`. -/
theorem cutoffCount_sub_occupied {e : ι → ℝ} (he : ∀ k, e k ≠ 0) {L : ℝ} (hL : 0 < L) :
    cutoffCount e L - (occupied e : ℂ)
      = ((1 / π * ∑ k, Real.arctan (e k / L) : ℝ) : ℂ) := by
  have hN : (occupied e : ℂ) = ((∑ k, (if e k < 0 then (1 : ℝ) else 0) : ℝ) : ℂ) := by
    simp [occupied]
  have hs : cutoffCount e L = ((∑ k, ((if e k < 0 then (1 : ℝ) else 0)
      + Real.arctan (e k / L) / π) : ℝ) : ℂ) := by
    rw [cutoffCount, Complex.ofReal_sum]
    exact Finset.sum_congr rfl fun k _ => level_count (he k) hL
  rw [hs, hN, ← Complex.ofReal_sub, Finset.sum_add_distrib, add_sub_cancel_left,
    ← Finset.sum_div]
  congr 1
  ring
```

## The cubic bound and the tail correction

The inequality for the arctangent is proved as above. `h1` and `h2` are the two monotonicity statements, each obtained from a non-negative derivative. The proof then compares x with 0, in the order determined by the sign of x, and reads off both halves of the absolute-value bound.

```lean
/-- The arctangent of a real `x` differs from `x` by at most `|x|³ / 3`. -/
theorem abs_arctan_sub_le (x : ℝ) : |Real.arctan x - x| ≤ |x| ^ 3 / 3 := by
  have h1 : Monotone fun x : ℝ => x - Real.arctan x := by
    have hd : ∀ x : ℝ, HasDerivAt (fun x => x - Real.arctan x) (1 - 1 / (1 + x ^ 2)) x :=
      fun x => (hasDerivAt_id' x).fun_sub (Real.hasDerivAt_arctan x)
    refine monotone_of_deriv_nonneg (fun x => (hd x).differentiableAt) fun x => ?_
    rw [(hd x).deriv, sub_nonneg, div_le_one (by positivity)]
    nlinarith [sq_nonneg x]
  have h2 : Monotone fun x : ℝ => Real.arctan x - x + x ^ 3 / 3 := by
    have hd : ∀ x : ℝ, HasDerivAt (fun x => Real.arctan x - x + x ^ 3 / 3)
        (1 / (1 + x ^ 2) - 1 + x ^ 2) x := by
      intro x
      have h3 : HasDerivAt (fun x : ℝ => x ^ 3 / 3) (x ^ 2) x :=
        (((hasDerivAt_id' x).fun_pow 3).div_const 3).congr_deriv (by norm_num)
      exact ((Real.hasDerivAt_arctan x).fun_sub (hasDerivAt_id' x)).fun_add h3
    refine monotone_of_deriv_nonneg (fun x => (hd x).differentiableAt) fun x => ?_
    have hx : 1 / (1 + x ^ 2) - 1 + x ^ 2 = x ^ 4 / (1 + x ^ 2) := by
      field_simp
      ring
    rw [(hd x).deriv, hx]
    positivity
  -- compare both monotone functions with their value at zero
  rcases le_total 0 x with h | h
  · have a := h1 h
    have b := h2 h
    simp only [Real.arctan_zero] at a b
    rw [abs_of_nonneg h, abs_le]
    constructor <;> linarith
  · have a := h1 h
    have b := h2 h
    simp only [Real.arctan_zero] at a b
    rw [abs_of_nonpos h, abs_le]
    constructor <;> linarith
```

The bound on the corrected count is stated with the complex norm. After the exact error formula is inserted, the quantity inside the norm is real, and the norm becomes an absolute value. The step `h` collects the differences arctan(e_k/L) − e_k/L under one sum. The `calc` block applies the triangle inequality, then the cubic bound to each term, and finally extracts the powers of L.

```lean
/-- For nonzero levels and `L > 0`, subtracting the tail `(∑ e k) / (π L)` from the count
leaves an error of at most `(∑ |e k|³) / (3 π L³)`. -/
theorem tail_corrected_error {e : ι → ℝ} (he : ∀ k, e k ≠ 0) {L : ℝ} (hL : 0 < L) :
    ‖cutoffCount e L - (occupied e : ℂ) - (((∑ k, e k) / (π * L) : ℝ) : ℂ)‖
      ≤ (∑ k, |e k| ^ 3) / (3 * π * L ^ 3) := by
  have hL0 := hL.ne'
  have hπ := Real.pi_ne_zero
  have h : 1 / π * ∑ k, Real.arctan (e k / L) - (∑ k, e k) / (π * L)
      = (∑ k, (Real.arctan (e k / L) - e k / L)) / π := by
    rw [Finset.sum_sub_distrib, ← Finset.sum_div]
    ring
  rw [cutoffCount_sub_occupied he hL, ← Complex.ofReal_sub, Complex.norm_real,
    Real.norm_eq_abs, h, abs_div, abs_of_pos Real.pi_pos, div_le_iff₀ Real.pi_pos]
  calc |∑ k, (Real.arctan (e k / L) - e k / L)|
      ≤ ∑ k, |Real.arctan (e k / L) - e k / L| := Finset.abs_sum_le_sum_abs _ _
    _ ≤ ∑ k, |e k / L| ^ 3 / 3 := Finset.sum_le_sum fun k _ => abs_arctan_sub_le _
    _ = (∑ k, |e k| ^ 3) / (3 * π * L ^ 3) * π := by
      simp only [abs_div, abs_of_pos hL, div_pow]
      rw [← Finset.sum_div, ← Finset.sum_div]
      field_simp
```

This holds for every L > 0, and the bound is small once L³ is large compared with Σ_k |e_k|³. Every added level increases that sum, so keeping the bound at a given size then takes a larger cutoff.

## The limit of large cutoff

In the last theorem, `atTop` expresses that L grows without bound, and `𝓝` denotes the neighbourhoods of the limit value. Convergence is rewritten as convergence of the norm of the difference to zero. That norm lies between 0 and Σ_k |e_k|³/(3πL²), whose limit is `hlim`, and `squeeze_zero'` concludes. The upper bound is needed only for large L, so the proof may restrict itself to positive cutoffs. There `hs` writes Σ_k e_k/π as L times the tail term, which allows L to be factored out and `tail_corrected_error` to be applied.

```lean
/-- For nonzero levels, the cutoff error of the electron count multiplied by `L` tends to
`(∑ e k) / π` as the cutoff `L` grows. -/
theorem tendsto_cutoff_error {e : ι → ℝ} (he : ∀ k, e k ≠ 0) :
    Tendsto (fun L : ℝ => (L : ℂ) * (cutoffCount e L - (occupied e : ℂ))) atTop
      (𝓝 (((∑ k, e k) / π : ℝ) : ℂ)) := by
  have hlim : Tendsto (fun L : ℝ => (∑ k, |e k| ^ 3) / (3 * π) / L ^ 2) atTop (𝓝 0) :=
    tendsto_const_nhds.div_atTop (tendsto_pow_atTop two_ne_zero)
  rw [tendsto_iff_norm_sub_tendsto_zero]
  refine squeeze_zero' (Eventually.of_forall fun _ => norm_nonneg _) ?_ hlim
  filter_upwards [eventually_gt_atTop (0 : ℝ)] with L hL
  have hL0 := hL.ne'
  have hπ := Real.pi_ne_zero
  have hs : (((∑ k, e k) / π : ℝ) : ℂ) = (L : ℂ) * (((∑ k, e k) / (π * L) : ℝ) : ℂ) := by
    rw [← Complex.ofReal_mul]
    congr 1
    field_simp
  rw [hs, ← mul_sub, norm_mul, Complex.norm_real, Real.norm_eq_abs, abs_of_pos hL]
  -- the tail-corrected error is at most a constant times `1 / L ^ 3`
  refine (mul_le_mul_of_nonneg_left (tail_corrected_error he hL) hL.le).trans_eq ?_
  field_simp

end GWFrequencyCutoff
```

```lean
#print axioms GWFrequencyCutoff.cutoffCount_sub_occupied
-- 'GWFrequencyCutoff.cutoffCount_sub_occupied' depends on axioms: [propext, Classical.choice, Quot.sound]
#print axioms GWFrequencyCutoff.tendsto_cutoff_error
-- 'GWFrequencyCutoff.tendsto_cutoff_error' depends on axioms: [propext, Classical.choice, Quot.sound]
```

The theorems concern fixed real levels. They do not cover an interacting Green's function with a frequency-dependent self-energy, a continuous spectrum, a discrete frequency grid or a smooth cutoff.
